# One-electron double exchange: no texture of local spins lowers the ground energy below the ferromagnetic value

**Q:** Which Hamiltonian is this about, and where is the electron's spin?

**A:** One electron hops on a finite set of sites `n`. At site \(i\) its spin is locked to a fixed unit spinor \(\chi_i\), so the only allowed state there is \(|i\rangle\otimes\chi_i\). Projecting spin-independent hopping \(-t_{ij}\) onto these states gives

\[
H_{ij}=-t_{ij}\langle\chi_i,\chi_j\rangle,\qquad \langle\chi_i,\chi_j\rangle=\sum_a\overline{\chi_i(a)}\,\chi_j(a).
\]

This is `doubleExchange t χ`. The index \(a\) runs over `σ`, which has two elements for spin ½, though any finite number is allowed. The spin component `a` of an orbital state \(v\) is \(\psi_a(i)=\chi_i(a)v_i\), and `SpinsParallel` means equal up to phases, which includes identical spinors.

In Lean 4 with Mathlib:

```lean
import Mathlib

open Matrix
open scoped ComplexOrder

namespace DoubleExchange

noncomputable section

variable {n σ : Type*} [Fintype σ]

/-- The one-electron double-exchange Hamiltonian: each hopping amplitude is multiplied by the
overlap of the local spinors on the two sites. -/
def doubleExchange (t : Matrix n n ℂ) (χ : n → σ → ℂ) : Matrix n n ℂ :=
  Matrix.of fun i j => -t i j * (star (χ i) ⬝ᵥ χ j)

/-- The spin component `a` of an electron with orbital amplitudes `v` and local spinors `χ`. -/
def spinComponent (χ : n → σ → ℂ) (v : n → ℂ) (a : σ) : n → ℂ := fun i => χ i a * v i

/-- All local spinors agree up to phase factors. -/
def SpinsParallel (χ : n → σ → ℂ) : Prop :=
  ∀ i j, ∃ z : ℂ, ‖z‖ = 1 ∧ χ i = z • χ j
```

**Q:** So the locking is assumed?

**A:** Yes. It stands for infinite Hund's coupling to classical, frozen local spins, with the constant Hund energy dropped. Direct exchange between the local spins and a second electron are both absent. The theorems therefore give the kinetic-energy argument for ferromagnetism with one carrier, not the magnetic phase of a material.

The hopping need only be Hermitian; real symmetric \(t_{ij}\ge 0\) is a special case. \(H\) is then Hermitian too, because swapping the sites conjugates the overlap.

```lean
/-- Hermitian hopping gives a Hermitian double-exchange Hamiltonian. -/
theorem doubleExchange_isHermitian {t : Matrix n n ℂ} (ht : t.IsHermitian) (χ : n → σ → ℂ) :
    (doubleExchange t χ).IsHermitian := by
  have hov : ∀ a b : σ → ℂ, star (star a ⬝ᵥ b) = star b ⬝ᵥ a := by
    intro a b
    simp only [dotProduct, star_sum, star_mul', Pi.star_apply, star_star]
    exact Finset.sum_congr rfl fun i _ => mul_comm _ _
  refine Matrix.IsHermitian.ext fun i j => ?_
  simp only [doubleExchange, Matrix.of_apply, star_mul', star_neg, ht.apply i j, hov]
```

**Q:** And "ground energy"?

**A:** It is defined as the infimum of the real eigenvalues. An infimum alone might not be an energy of the system, so `groundEnergy_isLeast`, further down, proves that it is attained.

```lean
variable [Fintype n]

/-- The real eigenvalues of a Hamiltonian matrix. -/
def energies (A : Matrix n n ℂ) : Set ℝ :=
  {E | ∃ v : n → ℂ, v ≠ 0 ∧ A *ᵥ v = (E : ℂ) • v}

/-- The ground energy: the infimum of the real eigenvalues. -/
def groundEnergy (A : Matrix n n ℂ) : ℝ := sInf (energies A)
```

**Q:** Show me the inequality by hand.

**A:** Sum the bare hopping energies of the spin components:

\[
\sum_a\langle\psi_a,-t\,\psi_a\rangle=\sum_{i,j}\bar v_i(-t_{ij})\Big(\sum_a\overline{\chi_i(a)}\chi_j(a)\Big)v_j=\langle v,Hv\rangle .
\]

Since \(\langle\chi_i,\chi_i\rangle=1\), also \(\sum_a\|\psi_a\|^2=\sum_i|v_i|^2=\|v\|^2\). Let \(E_0\) be the ground energy of \(-t\), and let \(Hv=Ev\) with \(v\ne0\). Then

\[
(E-E_0)\|v\|^2=\sum_a\langle\psi_a,(-t-E_0)\psi_a\rangle\ge 0,
\]

because each term is nonnegative by the variational principle. Hence \(E\ge E_0\).

The first two identities are the next two lemmas; `Finset.sum_comm` reorders the sums.

```lean
/-- The double-exchange energy is the sum of the spin-independent hopping energies of the
spin components. -/
theorem energy_eq_sum (t : Matrix n n ℂ) (χ : n → σ → ℂ) (v : n → ℂ) :
    ∑ a, star (spinComponent χ v a) ⬝ᵥ ((-t) *ᵥ spinComponent χ v a) =
      star v ⬝ᵥ (doubleExchange t χ *ᵥ v) := by
  simp only [dotProduct, Matrix.mulVec, Pi.star_apply, spinComponent, doubleExchange,
    Matrix.of_apply, Matrix.neg_apply, Finset.mul_sum, Finset.sum_mul, star_mul']
  refine Finset.sum_comm.trans (Finset.sum_congr rfl fun i _ => ?_)
  refine Finset.sum_comm.trans (Finset.sum_congr rfl fun j _ => ?_)
  exact Finset.sum_congr rfl fun a _ => by ring

/-- For unit spinors the squared norms of the spin components add up to that of the orbital
state. -/
theorem norm_eq_sum (χ : n → σ → ℂ) (hχ : ∀ i, star (χ i) ⬝ᵥ χ i = 1) (v : n → ℂ) :
    ∑ a, star (spinComponent χ v a) ⬝ᵥ spinComponent χ v a =
      ((∑ i, Complex.normSq (v i) : ℝ) : ℂ) := by
  rw [Complex.ofReal_sum]
  simp only [dotProduct, Pi.star_apply, spinComponent]
  refine Finset.sum_comm.trans (Finset.sum_congr rfl fun i _ => ?_)
  calc _ = (star (χ i) ⬝ᵥ χ i) * (star (v i) * v i) := by
        simp only [dotProduct, Pi.star_apply, Finset.sum_mul, star_mul']
        exact Finset.sum_congr rfl fun a _ => by ring
    _ = _ := by
        rw [hχ, one_mul]
        exact Complex.normSq_eq_conj_mul_self.symm
```

**Q:** Is the variational principle assumed?

**A:** It is proved. The spectral theorem supplies an eigenvalue. All energies are roots of the characteristic polynomial, so there are finitely many and the infimum is a minimum. Every eigenvalue of \(A-E_0(A)\), shifted back by \(E_0(A)\), is an energy of \(A\), so it is nonnegative before the shift.

```lean
variable [DecidableEq n]

/-- The eigenvalues in the spectral theorem of a Hermitian Hamiltonian are energies. -/
theorem eigenvalues_mem {A : Matrix n n ℂ} (hA : A.IsHermitian) (j : n) :
    hA.eigenvalues j ∈ energies A := by
  refine ⟨(hA.eigenvectorBasis j).ofLp, fun h => ?_, ?_⟩
  · apply hA.eigenvectorBasis.orthonormal.ne_zero j
    ext i
    exact congrFun h i
  · refine (hA.mulVec_eigenvectorBasis j).trans ?_
    ext i
    simp [Complex.real_smul]

/-- The ground energy of a Hermitian Hamiltonian is its least eigenvalue. -/
theorem groundEnergy_isLeast [Nonempty n] {A : Matrix n n ℂ} (hA : A.IsHermitian) :
    IsLeast (energies A) (groundEnergy A) := by
  -- the energies are roots of the characteristic polynomial, hence finite in number
  have hfin : (energies A).Finite := by
    refine ((Polynomial.finite_setOfPred_isRoot A.charpoly_monic.ne_zero).preimage
      Complex.ofReal_injective.injOn).subset ?_
    rintro E ⟨v, hv, h⟩
    have hd : (A - (E : ℂ) • (1 : Matrix n n ℂ)).det = 0 :=
      Matrix.exists_mulVec_eq_zero_iff.1 ⟨v, hv, by
        rw [Matrix.sub_mulVec, Matrix.smul_mulVec, Matrix.one_mulVec, h, sub_self]⟩
    change A.charpoly.eval (E : ℂ) = 0
    have hs : Matrix.scalar n (E : ℂ) - A = -(A - (E : ℂ) • (1 : Matrix n n ℂ)) := by
      rw [neg_sub, Matrix.smul_one_eq_diagonal]
      rfl
    rw [Matrix.eval_charpoly, hs, Matrix.det_neg, hd, mul_zero]
  have hne : (energies A).Nonempty := ⟨_, eigenvalues_mem hA (Classical.arbitrary n)⟩
  exact ⟨hne.csInf_mem hfin, fun E hE => csInf_le hfin.bddBelow hE⟩

/-- Variational principle: a Hermitian Hamiltonian minus its ground energy is positive
semidefinite. -/
theorem variational [Nonempty n] {A : Matrix n n ℂ} (hA : A.IsHermitian) :
    (A - (groundEnergy A : ℂ) • (1 : Matrix n n ℂ)).PosSemidef := by
  have hB : (A - (groundEnergy A : ℂ) • (1 : Matrix n n ℂ)).IsHermitian :=
    hA.sub (by rw [Matrix.IsHermitian, Matrix.conjTranspose_smul, Matrix.conjTranspose_one]; simp)
  rw [hB.posSemidef_iff_eigenvalues_nonneg]
  intro j
  obtain ⟨v, hv, h⟩ := eigenvalues_mem hB j
  rw [Matrix.sub_mulVec, Matrix.smul_mulVec, Matrix.one_mulVec, sub_eq_iff_eq_add] at h
  have hm : hB.eigenvalues j + groundEnergy A ∈ energies A :=
    ⟨v, hv, by rw [h, Complex.ofReal_add, add_smul]⟩
  have := (groundEnergy_isLeast hA).2 hm
  change 0 ≤ hB.eigenvalues j
  linarith
```

The displayed identity for \((E-E_0)\|v\|^2\) is `excess_energy`. The main theorem applies it to a ground state of \(H\) and divides by \(\|v\|^2>0\).

```lean
/-- For unit spinors, a double-exchange eigenstate `v` of energy `E` and any real `E₀`, the values
of `⟨ψ, (-t - E₀) ψ⟩` over the spin components `ψ` of `v` add up to `E - E₀` times the squared norm
of `v`. -/
theorem excess_energy (t : Matrix n n ℂ) (χ : n → σ → ℂ) (hχ : ∀ i, star (χ i) ⬝ᵥ χ i = 1)
    (v : n → ℂ) (E E₀ : ℝ) (hv : doubleExchange t χ *ᵥ v = (E : ℂ) • v) :
    ∑ a, star (spinComponent χ v a) ⬝ᵥ
      ((-t - (E₀ : ℂ) • (1 : Matrix n n ℂ)) *ᵥ spinComponent χ v a) =
      (((E - E₀) * ∑ i, Complex.normSq (v i) : ℝ) : ℂ) := by
  have hN : star v ⬝ᵥ v = ((∑ i, Complex.normSq (v i) : ℝ) : ℂ) := by
    rw [Complex.ofReal_sum]
    exact Finset.sum_congr rfl fun i _ => Complex.normSq_eq_conj_mul_self.symm
  simp only [Matrix.sub_mulVec, Matrix.smul_mulVec, Matrix.one_mulVec, dotProduct_sub,
    dotProduct_smul, smul_eq_mul, Finset.sum_sub_distrib, ← Finset.mul_sum]
  rw [energy_eq_sum, norm_eq_sum χ hχ, hv, dotProduct_smul, smul_eq_mul, hN,
    Complex.ofReal_mul, Complex.ofReal_sub]
  ring

/-- For any Hermitian hopping and any unit spinors, the one-electron double-exchange ground energy
is at least that of the bare hopping Hamiltonian. -/
theorem ferromagnetic_le [Nonempty n] {t : Matrix n n ℂ} (ht : t.IsHermitian)
    (χ : n → σ → ℂ) (hχ : ∀ i, star (χ i) ⬝ᵥ χ i = 1) :
    groundEnergy (-t) ≤ groundEnergy (doubleExchange t χ) := by
  obtain ⟨v, hv, h⟩ := (groundEnergy_isLeast (doubleExchange_isHermitian ht χ)).1
  -- every spin component obeys the variational bound of the bare hopping problem
  have hsum := Finset.sum_nonneg fun a (_ : a ∈ (Finset.univ : Finset σ)) =>
    (variational ht.neg).dotProduct_mulVec_nonneg (spinComponent χ v a)
  rw [excess_energy t χ hχ v _ _ h] at hsum
  have hre := Complex.zero_le_real.1 hsum
  obtain ⟨i, hi⟩ := Function.ne_iff.1 hv
  have hpos : 0 < ∑ i, Complex.normSq (v i) :=
    Finset.sum_pos' (fun i _ => Complex.normSq_nonneg _)
      ⟨i, Finset.mem_univ i, Complex.normSq_pos.2 hi⟩
  rw [sub_mul] at hre
  exact le_of_mul_le_mul_right (sub_nonneg.1 hre) hpos
```

**Q:** Couldn't you just say that \(|\langle\chi_i,\chi_j\rangle|\le1\) weakens the hopping, and weaker hopping raises the energy?

**A:** That argument fails for general signs. Take a triangle with all \(t_{ij}=-1\) off the diagonal and zero on it: the lowest eigenvalue of \(-t\) is \(-1\). Remove one bond and it falls to \(-\sqrt2\). What protects the inequality is that the reduction factors are overlaps of unit vectors. A code that diagonalises \(H\) can use the bound as a check: for no spin texture may the lowest eigenvalue of \(H\) lie below that of \(-t\).

**Q:** When is there equality?

**A:** Parallel spinors suffice. Write \(\chi_i=z_i\chi_r\) for a reference site \(r\), with \(|z_i|=1\), so the overlap is \(\bar z_iz_j\). If \(-t\varphi=E_0\varphi\), put \(v_i=\bar z_i\varphi_i\):

\[
\sum_jH_{ij}v_j=\bar z_i\sum_j(-t_{ij})\varphi_j=E_0v_i .
\]

So \(E_0\) is an energy of \(H\), and the inequality does the rest. In the proof, `choose` picks the phases.

```lean
/-- Unit spinors that agree up to phases give exactly the ground energy of the bare hopping
Hamiltonian. -/
theorem parallel_eq [Nonempty n] {t : Matrix n n ℂ} (ht : t.IsHermitian)
    (χ : n → σ → ℂ) (hχ : ∀ i, star (χ i) ⬝ᵥ χ i = 1) (hpar : SpinsParallel χ) :
    groundEnergy (doubleExchange t χ) = groundEnergy (-t) := by
  refine le_antisymm ?_ (ferromagnetic_le ht χ hχ)
  obtain ⟨φ, hφ, h⟩ := (groundEnergy_isLeast ht.neg).1
  choose z hz hχz using fun i => hpar i (Classical.arbitrary n)
  have hov : ∀ i j, star (χ i) ⬝ᵥ χ j = star (z i) * z j := by
    intro i j
    rw [hχz i, hχz j, star_smul, smul_dotProduct, dotProduct_smul, hχ, smul_eq_mul,
      smul_eq_mul, mul_one]
  have hzz : ∀ i, z i * star (z i) = 1 := fun i =>
    (Complex.mul_conj _).trans (by rw [Complex.normSq_eq_norm_sq, hz i]; simp)
  -- a gauge transformation removes the phases
  refine (groundEnergy_isLeast (doubleExchange_isHermitian ht χ)).2
    ⟨fun i => star (z i) * φ i, fun h0 => hφ ?_, ?_⟩
  · funext i
    have h1 : star (z i) * φ i = 0 := congrFun h0 i
    change φ i = 0
    linear_combination z i * h1 - φ i * hzz i
  · funext i
    have hi : ∑ j, -t i j * φ j = (groundEnergy (-t) : ℂ) * φ i := congrFun h i
    change ∑ j, doubleExchange t χ i j * (star (z j) * φ j) =
      (groundEnergy (-t) : ℂ) * (star (z i) * φ i)
    have hs : ∑ j, doubleExchange t χ i j * (star (z j) * φ j) =
        star (z i) * ∑ j, -t i j * φ j := by
      rw [Finset.mul_sum]
      refine Finset.sum_congr rfl fun j _ => ?_
      simp only [doubleExchange, Matrix.of_apply, hov]
      linear_combination (-t i j * star (z i) * φ j) * hzz j
    rw [hs, hi]
    ring
```

**Q:** And conversely?

**A:** That needs two hypotheses: `hnd`, that every solution of the ground-state equation of \(-t\) is a multiple of \(\varphi\), and `hφ`, that \(\varphi\) vanishes nowhere. For connected hopping with \(t_{ij}\ge0\), Perron–Frobenius supplies both, but the theorem takes them as given.

Let \(v\) now be a ground state of \(H\), with spin components \(\psi_a\). At equality the nonnegative terms \(\langle\psi_a,(-t-E_0)\psi_a\rangle\) sum to zero, so each vanishes. Because \(-t-E_0\) is positive semidefinite, this forces \((-t-E_0)\psi_a=0\), and `hnd` gives \(\psi_a=c_a\varphi\), that is, \(\chi_i(a)v_i=c_a\varphi_i\). If some \(v_i=0\), every \(c_a\) is zero, and then \(\chi_k=0\) at any site with \(v_k\neq0\), contradicting normalisation. Dividing,

\[
\chi_i=\frac{\varphi_iv_j}{v_i\varphi_j}\,\chi_j ,
\]

and the unit norms make the factor a phase.

```lean
/-- If the bare hopping ground state is non-degenerate and vanishes on no site, the ground energies
of the bare hopping and double-exchange Hamiltonians coincide, for unit spinors, exactly when all
spinors agree up to phases. -/
theorem eq_iff_parallel [Nonempty n] {t : Matrix n n ℂ} (ht : t.IsHermitian)
    (χ : n → σ → ℂ) (hχ : ∀ i, star (χ i) ⬝ᵥ χ i = 1) (φ : n → ℂ) (hφ : ∀ i, φ i ≠ 0)
    (hnd : ∀ u : n → ℂ, (-t) *ᵥ u = (groundEnergy (-t) : ℂ) • u → ∃ c : ℂ, u = c • φ) :
    groundEnergy (doubleExchange t χ) = groundEnergy (-t) ↔ SpinsParallel χ := by
  refine ⟨fun heq => ?_, parallel_eq ht χ hχ⟩
  obtain ⟨v, hv, h⟩ := (groundEnergy_isLeast (doubleExchange_isHermitian ht χ)).1
  have hB := variational ht.neg
  have hsum := excess_energy t χ hχ v _ (groundEnergy (-t)) h
  rw [heq, sub_self, zero_mul, Complex.ofReal_zero] at hsum
  -- every spin component is a multiple of the bare hopping ground state
  have hc : ∀ a, ∃ c : ℂ, spinComponent χ v a = c • φ := by
    intro a
    have h0 := (Finset.sum_eq_zero_iff_of_nonneg fun a _ =>
      hB.dotProduct_mulVec_nonneg (spinComponent χ v a)).1 hsum a (Finset.mem_univ a)
    have h1 := (hB.dotProduct_mulVec_zero_iff _).1 h0
    rw [Matrix.sub_mulVec, Matrix.smul_mulVec, Matrix.one_mulVec, sub_eq_zero] at h1
    exact hnd _ h1
  choose c hc using hc
  have hca : ∀ i a, χ i a * v i = c a * φ i := fun i a => congrFun (hc a) i
  -- the double-exchange ground state vanishes on no site either
  have hv0 : ∀ i, v i ≠ 0 := by
    intro i hi
    have hc0 : ∀ a, c a = 0 := fun a => by
      have h1 := hca i a
      rw [hi, mul_zero] at h1
      exact (mul_eq_zero.1 h1.symm).resolve_right (hφ i)
    obtain ⟨k, hk⟩ := Function.ne_iff.1 hv
    have hk0 : χ k = 0 := funext fun a => by
      have h1 := hca k a
      rw [hc0 a, zero_mul] at h1
      exact (mul_eq_zero.1 h1).resolve_right hk
    have h1 := hχ k
    rw [hk0, dotProduct_zero] at h1
    exact zero_ne_one h1
  intro i j
  obtain ⟨z, hz⟩ : ∃ z : ℂ, χ i = z • χ j := by
    refine ⟨φ i * v j / (v i * φ j), funext fun a => ?_⟩
    have hi := hv0 i
    have hj := hφ j
    change χ i a = φ i * v j / (v i * φ j) * χ j a
    rw [div_mul_eq_mul_div, eq_div_iff (mul_ne_zero hi hj)]
    linear_combination φ j * hca i a - φ i * hca j a
  refine ⟨z, ?_, hz⟩
  have h1 := hχ i
  rw [hz, star_smul, smul_dotProduct, dotProduct_smul, hχ j, smul_eq_mul, smul_eq_mul,
    mul_one] at h1
  have h2 := congrArg norm h1
  rw [norm_mul, norm_star, norm_one] at h2
  exact (mul_self_eq_one_iff.1 h2).resolve_right fun h3 => by linarith [norm_nonneg z]

end

end DoubleExchange
```

```lean
#print axioms DoubleExchange.ferromagnetic_le
#print axioms DoubleExchange.eq_iff_parallel
```

```
'DoubleExchange.ferromagnetic_le' depends on axioms: [propext, Classical.choice, Quot.sound]
'DoubleExchange.eq_iff_parallel' depends on axioms: [propext, Classical.choice, Quot.sound]
```
